# Elastic Softening by an Order Parameter Whose Square Couples to Strain

The relaxed energy of a crystal is defined here as the infimum of its energy over all real values of an internal order parameter, with the strain held fixed. Solving for a stationary point would leave a branch to be chosen, because the energy studied here is even in the order parameter. Zero order parameter is then stationary at every strain, including any strain where it is a local maximum. The infimum selects the lowest state on both sides of the transition.

Let e be one scalar strain component and u the order parameter, for instance the amplitude of an internal displacement. The energy per unit volume of the unstrained crystal is

E(e, u) = C e²/2 + a u²/2 + c e u² + b u⁴/4,

where C, a and c are real and b > 0. C is the stiffness at fixed u, a sets the stability of the unstrained disordered state, and c couples the strain to u². The condition b > 0 means that the quartic term keeps the energy bounded below at large u. Write

A = a + 2ce

for the quadratic coefficient as shifted by the strain. The relaxed energy is C e²/2 when A ≥ 0 and C e²/2 − A²/(4b) when A < 0. The stiffness is therefore C where A > 0 and C − 2c²/b where A < 0.

Where A < 0, the reduction 2c²/b is the difference between the stiffness with the order parameter held fixed and the stiffness with it relaxed. Where A > 0 the two agree. Calculations of elastic constants make the same distinction for the internal coordinates of a crystal, reduced here to a single classical coordinate with a quartic energy.

## From the complete square to the jump in stiffness

**The minimum.** In terms of A the energy reads

E = C e²/2 + A u²/2 + b u⁴/4.

Expanding the square gives

(b/4)(u² + A/b)² = b u⁴/4 + A u²/2 + A²/(4b),

and therefore

E = C e²/2 − A²/(4b) + (b/4)(u² + A/b)².

If A < 0, then −A/b is positive and the square vanishes at u = ±√(−A/b). The minimum is C e²/2 − A²/(4b), and no other u reaches it. If A ≥ 0, the terms A u²/2 and b u⁴/4 are both nonnegative, so the minimum is C e²/2. It is reached only at u = 0, since b u⁴/4 is positive elsewhere.

With M = max(−A, 0), both cases become

u² = M/b,

E_relaxed = C e²/2 − M²/(4b).

**The stress.** Let p(y) = max(y, 0)². Its derivative is 2y for y > 0 and 0 for y < 0. At y = 0 the difference quotient is at most |y| in size, so the derivative exists there too and is 0. Hence p′(y) = 2 max(y, 0) everywhere. The stress σ is the derivative of the relaxed energy with respect to e. Since −A has derivative −2c, the chain rule gives

σ = C e − (1/(4b)) · 2M · (−2c) = C e + cM/b = C e + c u².

**The stiffness.** Where A > 0, M vanishes on a whole neighbourhood of e, so σ = C e there and its slope is C. Where A < 0,

σ = C e − c(a + 2ce)/b = (C − 2c²/b) e − ca/b,

with slope C − 2c²/b.

**The transition.** Suppose c ≠ 0 and let e be the strain at which A = 0. At the nearby strain e − t/(2c), the value of −A is t, so

σ = C (e − t/(2c)) + c max(t, 0)/b.

Subtracting the first term, multiplying by 2b/c and subtracting t leaves

2 max(t, 0) − t = |t|.

If σ were differentiable at the transition, |t| would be differentiable at t = 0, which it is not. The stress is continuous there but has a kink.

## Energy, relaxed energy and squared order parameter in Lean

All quantities are real numbers, and no units are attached to them.

```lean
import Mathlib

open Filter Topology

namespace QuadraticStrainCoupling

noncomputable section
```

The arguments of `energy` are the four material constants, then the strain, then the order parameter.

```lean
/-- Energy of a crystal with strain `e` and internal order parameter `u`, where the strain
couples to the square of the order parameter. -/
def energy (C a b c e u : ℝ) : ℝ :=
  C * e ^ 2 / 2 + a * u ^ 2 / 2 + c * e * u ^ 2 + b * u ^ 4 / 4
```

Relaxation is the infimum `⨅ u : ℝ`, which leaves a function of the strain once the constants are given.

```lean
/-- Relaxed energy at strain `e`: the infimum of the energy over the order parameter. -/
def relaxedEnergy (C a b c e : ℝ) : ℝ := ⨅ u : ℝ, energy C a b c e u
```

The next definition is M/b. It is introduced as a formula, and `minimizer_iff` below shows that it is the square of the equilibrium order parameter.

```lean
/-- The quantity `max (-(a + 2 c e)) 0 / b` at strain `e`. -/
def orderSq (a b c e : ℝ) : ℝ := max (-(a + 2 * c * e)) 0 / b
```

## The minimum and where it is attained

The first theorem is the complete square. The hypothesis `hb : 0 < b` allows the denominators to be cleared, after which the identity is polynomial algebra.

```lean
/-- The energy as terms independent of `u` plus `b / 4` times a complete square in `u ^ 2`. -/
theorem energy_completeSquare (C a c e u : ℝ) {b : ℝ} (hb : 0 < b) :
    energy C a b c e u = C * e ^ 2 / 2 - (a + 2 * c * e) ^ 2 / (4 * b)
      + b / 4 * (u ^ 2 - -(a + 2 * c * e) / b) ^ 2 := by
  have hb' : b ≠ 0 := hb.ne'
  unfold energy
  field_simp
  ring
```

`Set.range (energy C a b c e)` is the set of all energies available at strain e. `IsLeast` says that the stated value belongs to this set and that no member lies below it, so the minimum is attained.

```lean
/-- Minimizing over the order parameter gives the bare elastic energy when `a + 2 c e ≥ 0`,
and an energy lower by `(a + 2 c e)² / (4 b)` otherwise; the minimum is attained. -/
theorem isLeast_energy (C a c e : ℝ) {b : ℝ} (hb : 0 < b) :
    IsLeast (Set.range (energy C a b c e))
      (if 0 ≤ a + 2 * c * e then C * e ^ 2 / 2
        else C * e ^ 2 / 2 - (a + 2 * c * e) ^ 2 / (4 * b)) := by
  split_ifs with h
  · refine ⟨⟨0, by simp [energy]⟩, ?_⟩
    rintro _ ⟨u, rfl⟩
    unfold energy
    nlinarith [mul_nonneg h (sq_nonneg u), mul_nonneg hb.le (sq_nonneg (u ^ 2))]
  · have hs : 0 ≤ -(a + 2 * c * e) / b := div_nonneg (by linarith) hb.le
    refine ⟨⟨Real.sqrt (-(a + 2 * c * e) / b), ?_⟩, ?_⟩
    · rw [energy_completeSquare C a c e _ hb, Real.sq_sqrt hs]
      ring
    · rintro _ ⟨u, rfl⟩
      rw [energy_completeSquare C a c e u hb]
      have : 0 ≤ b / 4 * (u ^ 2 - -(a + 2 * c * e) / b) ^ 2 := by positivity
      linarith
```

The proof splits on the sign of A. For A ≥ 0 the witness is u = 0, and `nlinarith` receives the two nonnegative products that bound the energy from below. For A < 0 the witness is the square root of −A/b, and the lower bound is the nonnegativity of the completed square.

The following theorem identifies every minimizer: u is one exactly when u² equals `orderSq`. This gives the single state u = 0 for A ≥ 0 and two states of opposite sign for A < 0.

```lean
/-- An order parameter minimizes the energy at fixed strain exactly when its square
is `orderSq`. -/
theorem minimizer_iff (C a c e u : ℝ) {b : ℝ} (hb : 0 < b) :
    (∀ v, energy C a b c e u ≤ energy C a b c e v) ↔ u ^ 2 = orderSq a b c e := by
  have cancel : ∀ x : ℝ, b * x ^ 2 ≤ 0 → x = 0 := by
    intro x hx
    by_contra hn
    have : 0 < b * x ^ 2 := by positivity
    linarith
  rcases le_or_gt 0 (a + 2 * c * e) with h | h
  · -- disordered side: only `u = 0`
    have hs : orderSq a b c e = 0 := by
      unfold orderSq
      rw [max_eq_right (by linarith), zero_div]
    rw [hs]
    constructor
    · intro hu
      have h0 := hu 0
      unfold energy at h0
      exact cancel _ (by nlinarith [mul_nonneg h (sq_nonneg u)])
    · intro hu v
      have hu0 : u = 0 := by simpa using hu
      rw [hu0]
      unfold energy
      nlinarith [mul_nonneg h (sq_nonneg v), mul_nonneg hb.le (sq_nonneg (v ^ 2))]
  · -- ordered side: the complete square has to vanish
    have hs : orderSq a b c e = -(a + 2 * c * e) / b := by
      unfold orderSq
      rw [max_eq_left (by linarith)]
    have hs0 : 0 ≤ -(a + 2 * c * e) / b := div_nonneg (by linarith) hb.le
    rw [hs]
    constructor
    · intro hu
      have h0 := hu (Real.sqrt (-(a + 2 * c * e) / b))
      rw [energy_completeSquare C a c e u hb, energy_completeSquare C a c e _ hb,
        Real.sq_sqrt hs0] at h0
      generalize -(a + 2 * c * e) / b = s at h0 ⊢
      have := cancel (u ^ 2 - s) (by nlinarith)
      linarith
    · intro hu v
      rw [energy_completeSquare C a c e u hb, energy_completeSquare C a c e v hb, hu]
      generalize -(a + 2 * c * e) / b = s
      nlinarith [mul_nonneg hb.le (sq_nonneg (v ^ 2 - s))]
```

The auxiliary statement `cancel` says that b x² ≤ 0 forces x = 0. On the disordered side, comparing a minimizer with u = 0 allows it to be applied to x = u². On the ordered side, comparing with the square root allows it to be applied to x = u² + A/b.

The two branches then merge into the formula with M. The least element found above is the infimum, and the sign of A decides the value of the maximum.

```lean
/-- Both branches of the relaxed energy in a single formula. -/
theorem relaxedEnergy_eq (C a c e : ℝ) {b : ℝ} (hb : 0 < b) :
    relaxedEnergy C a b c e
      = C * e ^ 2 / 2 - (max (-(a + 2 * c * e)) 0) ^ 2 / (4 * b) := by
  have h1 := (isLeast_energy C a c e hb).csInf_eq
  refine Eq.trans h1 ?_
  split_ifs with h
  · rw [max_eq_right (by linarith)]
    simp
  · rw [max_eq_left (by linarith), neg_sq]
```

## A stress at every strain

The squared positive part has to be differentiated at zero as well as away from it. The Lean proof treats all points together through the bound

|p(y) − p(x) − 2(y − x) max(x, 0)| ≤ (y − x)²,

which is `key` in the code. It is checked in the four sign cases for x and y. A remainder that is quadratic in the displacement is small compared with the displacement, which is the definition of the derivative.

```lean
/-- The squared positive part of a real number is differentiable everywhere. -/
theorem hasDerivAt_sq_max (x : ℝ) :
    HasDerivAt (fun y : ℝ => (max y 0) ^ 2) (2 * max x 0) x := by
  rw [hasDerivAt_iff_isLittleO, Asymptotics.isLittleO_iff]
  intro ε hε
  filter_upwards [Metric.ball_mem_nhds x hε] with y hy
  rw [Metric.mem_ball, Real.dist_eq] at hy
  rw [Real.norm_eq_abs, Real.norm_eq_abs, smul_eq_mul]
  -- the remainder is at most quadratic in the displacement
  have key : |(max y 0) ^ 2 - (max x 0) ^ 2 - (y - x) * (2 * max x 0)|
      ≤ |y - x| * |y - x| := by
    rw [abs_mul_abs_self, abs_le]
    rcases le_total y 0 with h1 | h1 <;> rcases le_total x 0 with h2 | h2 <;>
      simp only [max_eq_left, max_eq_right, h1, h2] <;>
      constructor <;> nlinarith [sq_nonneg (y - x), sq_nonneg x, sq_nonneg y]
  exact key.trans (mul_le_mul_of_nonneg_right hy.le (abs_nonneg _))
```

`HasDerivAt f f' x` states that f is differentiable at x with derivative f'. The theorem below therefore gives the stress C e + c u² at every strain, the transition included.

```lean
/-- The relaxed energy has derivative `C e` plus `c` times `orderSq` at every strain `e`. -/
theorem hasDerivAt_relaxedEnergy (C a c e : ℝ) {b : ℝ} (hb : 0 < b) :
    HasDerivAt (relaxedEnergy C a b c) (C * e + c * orderSq a b c e) e := by
  have hb' : b ≠ 0 := hb.ne'
  have hlin : HasDerivAt (fun x : ℝ => -(a + 2 * c * x)) (-(2 * c * 1)) e :=
    (((hasDerivAt_id' e).const_mul (2 * c)).const_add a).fun_neg
  have h1 : HasDerivAt (fun x : ℝ => (max (-(a + 2 * c * x)) 0) ^ 2)
      (2 * max (-(a + 2 * c * e)) 0 * (-(2 * c * 1))) e := by
    have := (hasDerivAt_sq_max (-(a + 2 * c * e))).comp e hlin
    exact this
  have h2 := ((hasDerivAt_id' e).fun_mul (hasDerivAt_id' e)).const_mul (C / 2)
  have h3 := h2.fun_sub (h1.const_mul (1 / (4 * b)))
  have heq : relaxedEnergy C a b c = fun x => C / 2 * (x * x)
      - 1 / (4 * b) * (max (-(a + 2 * c * x)) 0) ^ 2 := by
    funext x
    rw [relaxedEnergy_eq C a c x hb]
    ring
  rw [heq]
  refine h3.congr_deriv ?_
  unfold orderSq
  generalize max (-(a + 2 * c * e)) 0 = m
  field_simp
  ring
```

Here `hlin` is the derivative −2c of −A, `h1` is the chain rule applied to M², and `h3` combines it with the derivative of C e²/2. The last lines simplify the result to C e + cM/b.

## Two stiffnesses and the kink between them

The stress now appears as `deriv (relaxedEnergy C a b c)`. Lean's `deriv` returns 0 where a function has no derivative, but the preceding theorem rules that case out, so this expression is the true stress at every strain. Its derivative is the stiffness.

```lean
/-- The relaxed stiffness is `C` where `a + 2 c e > 0` and drops by `2 c² / b`
where `a + 2 c e < 0`. -/
theorem relaxed_stiffness (C a c e : ℝ) {b : ℝ} (hb : 0 < b) :
    (0 < a + 2 * c * e → HasDerivAt (deriv (relaxedEnergy C a b c)) C e) ∧
    (a + 2 * c * e < 0 →
      HasDerivAt (deriv (relaxedEnergy C a b c)) (C - 2 * c ^ 2 / b) e) := by
  constructor
  · intro h
    have ev : {x : ℝ | 0 < a + 2 * c * x} ∈ 𝓝 e :=
      (isOpen_lt continuous_const (by fun_prop)).mem_nhds h
    have hl := ((hasDerivAt_id' e).const_mul C).congr_deriv (mul_one C)
    refine hl.congr_of_eventuallyEq ?_
    filter_upwards [ev] with x hx
    have hx' : 0 < a + 2 * c * x := hx
    rw [(hasDerivAt_relaxedEnergy C a c x hb).deriv]
    unfold orderSq
    rw [max_eq_right (by linarith)]
    ring
  · intro h
    have ev : {x : ℝ | a + 2 * c * x < 0} ∈ 𝓝 e :=
      (isOpen_lt (by fun_prop) continuous_const).mem_nhds h
    have hl := (((hasDerivAt_id' e).const_mul (C - 2 * c ^ 2 / b)).add_const
      (-(c * a / b))).congr_deriv (mul_one _)
    refine hl.congr_of_eventuallyEq ?_
    filter_upwards [ev] with x hx
    have hx' : a + 2 * c * x < 0 := hx
    rw [(hasDerivAt_relaxedEnergy C a c x hb).deriv]
    unfold orderSq
    rw [max_eq_left (by linarith)]
    ring
```

In each half, the strict inequality on A defines an open set of strains containing e. On that set the stress equals an affine function, and `congr_of_eventuallyEq` transfers the slope of that function to the stress at e.

No sign is imposed on C. If C < 2c²/b, the stiffness in the ordered phase is negative and the theorem still applies, because the strain is prescribed and the crystal is not required to be stable under a given load. The model has one strain component and one uniform order parameter, without spatial variation or thermal fluctuations.

The last theorem concerns the transition strain and needs c ≠ 0. Without coupling, the stress is C e at every strain and has no kink.

```lean
/-- For nonzero coupling the relaxed stress is not differentiable at the strain
where `a + 2 c e = 0`. -/
theorem stress_kink (C a c e : ℝ) {b : ℝ} (hb : 0 < b) (hc : c ≠ 0)
    (h : a + 2 * c * e = 0) :
    ¬ DifferentiableAt ℝ (deriv (relaxedEnergy C a b c)) e := by
  intro hd
  have hb' : b ≠ 0 := hb.ne'
  -- move the transition to `t = 0`
  have hg : DifferentiableAt ℝ (fun t : ℝ => e - t / (2 * c)) 0 := by fun_prop
  have hd' : DifferentiableAt ℝ (deriv (relaxedEnergy C a b c))
      ((fun t : ℝ => e - t / (2 * c)) 0) := by simpa using hd
  have hF := hd'.comp (0 : ℝ) hg
  have hA : DifferentiableAt ℝ (fun t : ℝ => 2 * b / c *
      ((deriv (relaxedEnergy C a b c) ∘ fun t : ℝ => e - t / (2 * c)) t
        - C * (e - t / (2 * c))) - t) 0 :=
    ((hF.fun_sub (hg.const_mul C)).const_mul (2 * b / c)).fun_sub differentiableAt_id
  -- a differentiable stress would make `|t|` differentiable at zero
  apply not_differentiableAt_abs_zero
  convert hA using 1
  funext t
  have h2 : 2 * c * (t / (2 * c)) = t := by field_simp
  have h1 : -(a + 2 * c * (e - t / (2 * c))) = t := by linear_combination h2 - h
  have h3 : ∀ m : ℝ, 2 * b / c * (c * (m / b)) = 2 * m := by
    intro m
    field_simp
  rw [Function.comp_apply, (hasDerivAt_relaxedEnergy C a c _ hb).deriv,
    add_sub_cancel_left]
  unfold orderSq
  rw [h1, h3]
  rcases le_total 0 t with ht | ht
  · rw [abs_of_nonneg ht, max_eq_left ht]
    ring
  · rw [abs_of_nonpos ht, max_eq_right ht]
    ring

end

end QuadraticStrainCoupling
```

The function in `hA` is the combination of stress and linear terms from the derivation by hand, written in the variable t. It is differentiable at zero if the stress is differentiable at e. The steps after `convert` show that it equals |t|, which contradicts `not_differentiableAt_abs_zero`.

```lean
#print axioms QuadraticStrainCoupling.minimizer_iff
#print axioms QuadraticStrainCoupling.relaxed_stiffness
#print axioms QuadraticStrainCoupling.stress_kink
```

```
'QuadraticStrainCoupling.minimizer_iff' depends on axioms: [propext, Classical.choice, Quot.sound]
'QuadraticStrainCoupling.relaxed_stiffness' depends on axioms: [propext, Classical.choice, Quot.sound]
'QuadraticStrainCoupling.stress_kink' depends on axioms: [propext, Classical.choice, Quot.sound]
```

## The heat-capacity step at fixed strain

The same argument applies when the strain is fixed and a is varied. Differentiating −M²/(4b) with respect to a gives M/(2b) = u²/2, and the second derivative is 0 for A > 0 and −1/(2b) for A < 0. Suppose that a = α(T − T₀), with α > 0 and the other constants independent of the temperature T, and read the relaxed energy as a free energy F. The heat capacity per unit volume at fixed strain, −T d²F/dT², is then larger by α²T/(2b) in the ordered phase. This step in the heat capacity and the drop in stiffness both come from the term −M²/(4b), differentiated twice with respect to different variables.
